# For a simple cubic crystal and even N, half-shifting the N × N × N mesh lowers the number of irreducible k-points

Let N ≥ 2 be even, and identify k-points that differ by axis permutations, sign changes and reciprocal lattice translations. The Gamma-centred mesh, with coordinates i/N, then has C(N/2+3, 3) classes. The half-shifted mesh, with coordinates (2i+1)/(2N), has C(N/2+2, 3), which is strictly fewer. Here i = 0, …, N−1 on each axis, and C(n, k) is the binomial coefficient.

In a band-structure calculation whose one-particle Hamiltonian has the full symmetry of a simple cubic lattice, equivalent k-points have the same spectrum, so one diagonalization per class suffices. The theorems count classes; they do not compare the Brillouin-zone integration errors of the two meshes.

In Lean 4 with Mathlib:

```lean
import Mathlib

open Finset

namespace IrreducibleKPoints
```

## Equivalent k-points

Coordinates are rational numbers in units of the reciprocal lattice vectors. Two coordinates x and y are related, written x ~ y, if for some integer n

y = x + n or y = −x + n.

```lean
/-- Two reduced coordinates are related if they agree up to a sign and a reciprocal lattice
translation (an integer). -/
def SameUpToSign (x y : ℚ) : Prop := ∃ n : ℤ, y = x + n ∨ y = -x + n
```

In d dimensions, points x and y are equivalent if some permutation σ of the axes gives x_σ(a) ~ y_a for every axis a. For d = 3 these are the 48 operations of the cubic point group, combined with reciprocal lattice translations.

This is an equivalence relation. The identity permutation with n = 0 gives reflexivity. For symmetry, y = x + n gives x = y − n, and y = −x + n gives x = −y + n, with σ inverted. For transitivity, composing y = ±x + n with z = ±y + m again gives z = ±x plus an integer; the four sign combinations are the four final cases in the code.

```lean
/-- Equivalence of k-points in `d` dimensions: some permutation of the axes, with a sign change
and an integer translation on each axis, carries one point to the other. -/
def pointSetoid (d : ℕ) : Setoid (Fin d → ℚ) where
  r x y := ∃ σ : Equiv.Perm (Fin d), ∀ a, SameUpToSign (x (σ a)) (y a)
  iseqv := by
    refine ⟨fun x => ⟨1, fun a => ⟨0, Or.inl (by simp)⟩⟩, ?_, ?_⟩
    · rintro x y ⟨σ, h⟩
      refine ⟨σ.symm, fun a => ?_⟩
      obtain ⟨n, hn⟩ := h (σ.symm a)
      rw [Equiv.apply_symm_apply] at hn
      rcases hn with hn | hn
      · exact ⟨-n, Or.inl (by push_cast; linarith)⟩
      · exact ⟨n, Or.inr (by linarith)⟩
    · rintro x y z ⟨σ, h⟩ ⟨τ, k⟩
      refine ⟨τ.trans σ, fun a => ?_⟩
      rw [Equiv.trans_apply]
      obtain ⟨n, hn⟩ := h (τ a)
      obtain ⟨m, hm⟩ := k a
      rcases hn with hn | hn <;> rcases hm with hm | hm
      · exact ⟨n + m, Or.inl (by push_cast; linarith)⟩
      · exact ⟨m - n, Or.inr (by push_cast; linarith)⟩
      · exact ⟨n + m, Or.inr (by push_cast; linarith)⟩
      · exact ⟨m - n, Or.inl (by push_cast; linarith)⟩
```

A mesh is specified by its axis coordinates c_0, …, c_(N−1). A mesh point is a tuple of indices, of type `Fin d → Fin N`, and `comap` transfers the equivalence from coordinates to indices.

```lean
/-- The equivalence of k-points restricted to the mesh whose coordinates along each axis
are `c 0, ..., c (N-1)`. -/
def meshSetoid {N : ℕ} (c : Fin N → ℚ) (d : ℕ) : Setoid (Fin d → Fin N) :=
  (pointSetoid d).comap (fun k a => c (k a))
```

The irreducible count is the number of equivalence classes.

```lean
/-- The number of irreducible k-points of a `d`-dimensional mesh: its number of classes under
axis permutations, sign changes and integer translations. -/
noncomputable def irreducibleCount {N : ℕ} (c : Fin N → ℚ) (d : ℕ) : ℕ :=
  Nat.card (Quotient (meshSetoid c d))
```

The two meshes use the following coordinates, all in the cell [0, 1).

```lean
/-- Coordinates `i/N` of the Gamma-centred mesh, for `N ≥ 1` and `i = 0, ..., N-1`. -/
def gammaCoord (N : ℕ) (i : Fin N) : ℚ := ((i : ℕ) : ℚ) / N

/-- Coordinates `(2i+1)/(2N)` of the half-shifted mesh, for `N ≥ 1` and `i = 0, ..., N-1`. -/
def shiftedCoord (N : ℕ) (i : Fin N) : ℚ := (2 * ((i : ℕ) : ℚ) + 1) / (2 * N)
```

## Folding one axis

Let x and y lie in [0, 1). If y = x + n, then −1 < n < 1, so n = 0 and y = x. If y = −x + n, then n = x + y lies in [0, 2), so n is 0 or 1. The value 0 forces x = y = 0, and the value 1 gives x + y = 1. Hence

x ~ y exactly when y = x or x + y = 1.

Conversely, these two cases are realised by n = 0 and n = 1. In the code, `linarith` supplies the bounds on n and `omega` lists the integers that remain.

```lean
/-- Two coordinates in the cell `[0,1)` are related exactly when they are equal or are
mirror images about `1/2`. -/
theorem sameUpToSign_iff {x y : ℚ} (hx : 0 ≤ x ∧ x < 1) (hy : 0 ≤ y ∧ y < 1) :
    SameUpToSign x y ↔ y = x ∨ x + y = 1 := by
  obtain ⟨hx0, hx1⟩ := hx
  obtain ⟨hy0, hy1⟩ := hy
  constructor
  · rintro ⟨n, h | h⟩
    · have h1 : n < 1 := by
        have : (n : ℚ) < 1 := by linarith
        exact_mod_cast this
      have h2 : -1 < n := by
        have : (-1 : ℚ) < n := by linarith
        exact_mod_cast this
      have h0 : n = 0 := by omega
      subst h0
      left
      simpa using h
    · have h1 : n < 2 := by
        have : (n : ℚ) < 2 := by linarith
        exact_mod_cast this
      have h2 : -1 < n := by
        have : (-1 : ℚ) < n := by linarith
        exact_mod_cast this
      have h0 : n = 0 ∨ n = 1 := by omega
      rcases h0 with rfl | rfl
      · left
        push_cast at h
        linarith
      · right
        push_cast at h
        linarith
  · rintro (h | h)
    · exact ⟨0, Or.inl (by simpa using h)⟩
    · exact ⟨1, Or.inr (by push_cast; linarith)⟩
```

## From k-points to multisets

Suppose that each axis coordinate has been replaced by a label for its folded value. Two d-tuples of labels u and v differ by a permutation exactly when they have the same multiset of labels.

If the multisets agree, each label b occurs on equally many axes in u and v, so the axes with v_a = b can be matched one to one with those where u has label b. Together these matchings form a permutation σ with u_σ(a) = v_a. Conversely, permuting the axes leaves the multiset unchanged. The matchings are `e` in the code, and `Equiv.sigmaFiberEquiv` joins them.

```lean
/-- Two lists of `d` labels differ by a permutation of the axes exactly when every label occurs
equally often in both. -/
theorem map_eq_iff {d p : ℕ} (u v : Fin d → Fin p) :
    univ.val.map u = univ.val.map v ↔ ∃ σ : Equiv.Perm (Fin d), ∀ a, u (σ a) = v a := by
  constructor
  · intro h
    have hcount : ∀ (w : Fin d → Fin p) (b : Fin p),
        Fintype.card {a // w a = b} = Multiset.count b (univ.val.map w) := by
      intro w b
      have hf : univ.filter (fun a => w a = b) = univ.filter (fun a => b = w a) :=
        Finset.filter_congr fun a _ => eq_comm
      rw [Multiset.count_map, Fintype.card_subtype, hf]
      rfl
    -- match the axes carrying each label, then glue the matchings together
    have e : ∀ b, {a // v a = b} ≃ {a // u a = b} := fun b =>
      Fintype.equivOfCardEq (by rw [hcount, hcount, h])
    exact ⟨(Equiv.sigmaFiberEquiv v).symm.trans
      ((Equiv.sigmaCongrRight e).trans (Equiv.sigmaFiberEquiv u)),
      fun a => (e (v a) ⟨a, rfl⟩).2⟩
  · rintro ⟨σ, h⟩
    have hσ : univ.val.map σ = univ.val := congrArg Finset.val (Finset.map_univ_equiv σ)
    rw [show v = u ∘ σ from funext fun a => (h a).symm, ← Multiset.map_map u σ, hσ]
```

If one axis folds onto p ≥ 1 values, the classes are therefore the multisets of size d drawn from p labels. Each multiset corresponds to a row of d stars and p − 1 bars, the bars separating the labels, so the count is

C(p + d − 1, d).

The hypothesis `hc` provides a surjective folding map f that gives two indices the same label exactly when their coordinates are related. The map `F` sends a mesh point to its multiset of labels. `hker` shows that equivalent points are those with the same image, and `hF` that every multiset occurs. Mathlib's `Sym.card_sym_eq_choose` then supplies the binomial coefficient.

```lean
/-- If the symmetry folds the coordinates of one axis onto exactly `p` distinct values, the
`d`-dimensional mesh has `C(p+d-1, d)` irreducible points. -/
theorem irreducibleCount_eq {N p : ℕ} (d : ℕ) (c : Fin N → ℚ)
    (hc : ∃ f : Fin N → Fin p, Function.Surjective f ∧
      ∀ i j, SameUpToSign (c i) (c j) ↔ f i = f j) :
    irreducibleCount c d = (p + d - 1).choose d := by
  obtain ⟨f, hf, h⟩ := hc
  -- a class is the multiset of its folded coordinates
  let F : (Fin d → Fin N) → Sym (Fin p) d :=
    fun x => ⟨univ.val.map (fun a => f (x a)), by simp⟩
  have hker : meshSetoid c d = Setoid.ker F := by
    ext x y
    change (∃ σ : Equiv.Perm (Fin d), ∀ a, SameUpToSign (c (x (σ a))) (c (y a))) ↔ F x = F y
    simp only [h]
    exact (map_eq_iff (fun a => f (x a)) (fun a => f (y a))).symm.trans
      ⟨fun e => Subtype.ext e, fun e => congrArg (fun s : Sym (Fin p) d => s.1) e⟩
  have hlist : ∀ (m : ℕ) (s : Multiset (Fin p)), Multiset.card s = m →
      ∃ u : Fin m → Fin p, univ.val.map u = s := by
    intro m s hs
    obtain ⟨l, rfl⟩ := Quot.exists_rep s
    have hl : l.length = m := hs
    subst hl
    exact ⟨l.get, (Fin.univ_val_map _).trans
      (congrArg (fun t : List (Fin p) => (t : Multiset (Fin p))) (List.ofFn_get l))⟩
  have hF : Function.Surjective F := by
    rintro ⟨s, hs⟩
    obtain ⟨u, hu⟩ := hlist d s hs
    refine ⟨fun a => Function.surjInv hf (u a), Subtype.ext ?_⟩
    change univ.val.map (fun a => f (Function.surjInv hf (u a))) = s
    simp only [Function.surjInv_eq hf]
    exact hu
  rw [irreducibleCount, hker, Nat.card_congr (Setoid.quotientKerEquivOfSurjective F hF),
    Nat.card_eq_fintype_card, Sym.card_sym_eq_choose, Fintype.card_fin]
```

## Counting the folded values

On the Gamma-centred mesh, i/N + j/N = 1 means i + j = N. The map

f(i) = min(i, N − i)

therefore identifies exactly the related indices. Its values are 0, …, ⌊N/2⌋, each attained at i = b for the value b, so p = ⌊N/2⌋ + 1.

```lean
/-- Along one axis, sign changes and integer translations fold the Gamma-centred mesh with `N ≥ 1`
onto `⌊N/2⌋ + 1` values. -/
theorem gamma_fold {N : ℕ} (hN : 0 < N) : ∃ f : Fin N → Fin (N / 2 + 1),
    Function.Surjective f ∧
      ∀ i j, SameUpToSign (gammaCoord N i) (gammaCoord N j) ↔ f i = f j := by
  have hq : (0 : ℚ) < N := by exact_mod_cast hN
  have hcell : ∀ i, 0 ≤ gammaCoord N i ∧ gammaCoord N i < 1 := by
    intro i
    unfold gammaCoord
    refine ⟨by positivity, ?_⟩
    rw [div_lt_one hq]
    exact_mod_cast i.2
  refine ⟨fun i => ⟨min (i : ℕ) (N - i), by omega⟩, ?_, ?_⟩
  · intro b
    have hb := b.2
    refine ⟨⟨b, by omega⟩, Fin.ext ?_⟩
    dsimp only
    omega
  · intro i j
    have e1 : gammaCoord N j = gammaCoord N i ↔ (j : ℕ) = i := by
      unfold gammaCoord
      rw [div_left_inj' hq.ne']
      exact Nat.cast_inj
    have e2 : gammaCoord N i + gammaCoord N j = 1 ↔ (i : ℕ) + j = N := by
      unfold gammaCoord
      rw [← add_div, div_eq_one_iff_eq hq.ne']
      constructor <;> intro h <;> exact_mod_cast h
    have hi := i.2
    have hj := j.2
    rw [sameUpToSign_iff (hcell i) (hcell j), e1, e2, Fin.ext_iff]
    dsimp only
    omega
```

On the half-shifted mesh, the mirror condition is (2i+1) + (2j+1) = 2N, or i + j = N − 1. The folding map is now

f(i) = min(i, N − 1 − i),

and it takes p = ⌊(N+1)/2⌋ values. For even N, every shifted coordinate has a distinct mirror partner, whereas the Gamma-centred coordinates 0 and 1/2 are each their own image. This is where the extra folded value comes from.

```lean
/-- Along one axis, sign changes and integer translations fold the half-shifted mesh onto
`⌊(N+1)/2⌋` values. -/
theorem shifted_fold (N : ℕ) : ∃ f : Fin N → Fin ((N + 1) / 2),
    Function.Surjective f ∧
      ∀ i j, SameUpToSign (shiftedCoord N i) (shiftedCoord N j) ↔ f i = f j := by
  refine ⟨fun i => ⟨min (i : ℕ) (N - 1 - i), by omega⟩, ?_, ?_⟩
  · intro b
    have hb := b.2
    refine ⟨⟨b, by omega⟩, Fin.ext ?_⟩
    dsimp only
    omega
  · intro i j
    have hi := i.2
    have hj := j.2
    have hN : 0 < N := by omega
    have hq : (0 : ℚ) < 2 * N := by
      have : (0 : ℚ) < N := by exact_mod_cast hN
      linarith
    have hcell : ∀ i, 0 ≤ shiftedCoord N i ∧ shiftedCoord N i < 1 := by
      intro i
      have hlt : 2 * (i : ℕ) + 1 < 2 * N := by omega
      unfold shiftedCoord
      refine ⟨by positivity, ?_⟩
      rw [div_lt_one hq]
      exact_mod_cast hlt
    have e1 : shiftedCoord N j = shiftedCoord N i ↔ 2 * (j : ℕ) + 1 = 2 * i + 1 := by
      unfold shiftedCoord
      rw [div_left_inj' hq.ne']
      constructor <;> intro h <;> exact_mod_cast h
    have e2 : shiftedCoord N i + shiftedCoord N j = 1 ↔
        (2 * (i : ℕ) + 1) + (2 * j + 1) = 2 * N := by
      unfold shiftedCoord
      rw [← add_div, div_eq_one_iff_eq hq.ne']
      constructor <;> intro h <;> exact_mod_cast h
    rw [sameUpToSign_iff (hcell i) (hcell j), e1, e2, Fin.ext_iff]
    dsimp only
    omega
```

## Parity decides whether there is a saving

Write N = 2M with M ≥ 1, and d = k + 1. The shifted count is C(M+k, k+1) and the Gamma-centred count is C(M+k+1, k+1). Pascal's rule gives

C(M+k+1, k+1) = C(M+k, k) + C(M+k, k+1),

and C(M+k, k) is positive, so the shifted count is strictly smaller in every dimension d ≥ 1.

```lean
/-- For even `N ≥ 2` and in every dimension `d ≥ 1`, the half-shifted mesh has strictly fewer
irreducible points than the Gamma-centred mesh. -/
theorem shifted_lt_gamma_of_even {N d : ℕ} (hN : 0 < N) (he : Even N) (hd : 0 < d) :
    irreducibleCount (shiftedCoord N) d < irreducibleCount (gammaCoord N) d := by
  rw [irreducibleCount_eq d _ (shifted_fold N), irreducibleCount_eq d _ (gamma_fold hN)]
  obtain ⟨M, rfl⟩ := he
  obtain ⟨k, rfl⟩ : ∃ k, d = k + 1 := ⟨d - 1, by omega⟩
  have h1 : (M + M + 1) / 2 + (k + 1) - 1 = M + k := by omega
  have h2 : (M + M) / 2 + 1 + (k + 1) - 1 = M + k + 1 := by omega
  -- Pascal's rule: the difference is a positive binomial coefficient
  rw [h1, h2, Nat.choose_succ_succ']
  have hpos : 0 < (M + k).choose k := Nat.choose_pos (by omega)
  omega
```

For odd N = 2M + 1, both meshes fold onto M + 1 values per axis. One coordinate is its own image in each case: 0 on the Gamma-centred mesh and 1/2 on the shifted one. The counts are equal, and the half-shift saves no diagonalizations.

```lean
/-- For odd `N` the half-shifted and Gamma-centred meshes have equally many irreducible points,
in every dimension. -/
theorem shifted_eq_gamma_of_odd {N : ℕ} (ho : Odd N) (d : ℕ) :
    irreducibleCount (shiftedCoord N) d = irreducibleCount (gammaCoord N) d := by
  obtain ⟨M, rfl⟩ := ho
  rw [irreducibleCount_eq d _ (shifted_fold _),
    irreducibleCount_eq d _ (gamma_fold (by omega))]
  have h : (2 * M + 1 + 1) / 2 = (2 * M + 1) / 2 + 1 := by omega
  rw [h]
```

For the cubic mesh with even N, set d = 3. The Gamma-centred mesh has p = N/2 + 1 and the shifted mesh has p = N/2, so C(p + 2, 3) gives the two stated counts. The theorem combines them with the strict inequality; `hN` and `he` say that N is positive and even.

```lean
/-- For even `N ≥ 2` the Gamma-centred cubic mesh has `C(N/2+3, 3)` irreducible k-points and the
half-shifted one has `C(N/2+2, 3)`, which is strictly fewer. -/
theorem cubic_irreducible_points {N : ℕ} (hN : 0 < N) (he : Even N) :
    irreducibleCount (gammaCoord N) 3 = (N / 2 + 3).choose 3 ∧
    irreducibleCount (shiftedCoord N) 3 = (N / 2 + 2).choose 3 ∧
    irreducibleCount (shiftedCoord N) 3 < irreducibleCount (gammaCoord N) 3 := by
  refine ⟨?_, ?_, shifted_lt_gamma_of_even hN he (by norm_num)⟩
  · rw [irreducibleCount_eq 3 _ (gamma_fold hN)]
    have h : N / 2 + 1 + 3 - 1 = N / 2 + 3 := by omega
    rw [h]
  · rw [irreducibleCount_eq 3 _ (shifted_fold N)]
    obtain ⟨M, rfl⟩ := he
    have h : (M + M + 1) / 2 + 3 - 1 = (M + M) / 2 + 2 := by omega
    rw [h]

end IrreducibleKPoints
```

```lean
#print axioms IrreducibleKPoints.shifted_eq_gamma_of_odd
-- 'IrreducibleKPoints.shifted_eq_gamma_of_odd' depends on axioms: [propext, Classical.choice, Quot.sound]
#print axioms IrreducibleKPoints.cubic_irreducible_points
-- 'IrreducibleKPoints.cubic_irreducible_points' depends on axioms: [propext, Classical.choice, Quot.sound]
```

## The 2 × 2 × 2 mesh

For N = 2, the Gamma-centred coordinates are 0 and 1/2. The eight points fall into C(4, 3) = 4 classes, labelled by how many coordinates equal 1/2: these are the points Γ, X, M and R of the simple cubic zone. The shifted coordinates are 1/4 and 3/4, which are mirror images, so all eight points are equivalent and C(3, 3) = 1 diagonalization suffices.
